# Every antisymmetric unitary matrix of even size has the form W J Wᵀ with W unitary

An electron with spin-orbit coupling is described in some finite orthonormal one-particle basis whose span time reversal maps to itself. On the coefficients, time reversal then acts as complex conjugation followed by a unitary matrix U. For a half-integer spin, applying time reversal twice gives minus the original state, and U is then antisymmetric. Its entries depend on how the basis functions were ordered and phased. Can the basis always be changed so that U takes one standard form?

## The normal form and its Kramers pairs

Let U be a complex 2n × 2n matrix. Write * for complex conjugation of each entry, ᵀ for the transpose and † for the conjugate transpose. Time reversal is T v = U v*, the scalar product is ⟨x, y⟩ = Σₖ xₖ* yₖ, and in n × n blocks

J = ( 0, 1 ; −1, 0 ).

Then U is unitary and antisymmetric exactly when some unitary W satisfies

U = W J Wᵀ.

For a given unitary W, this equation holds exactly when the columns of W are Kramers pairs: T takes column n + j to column j, and column j to minus column n + j.

## Where a spin-orbit code uses the paired basis

If time reversal maps the span of a finite orthonormal one-particle basis to itself, the result guarantees the paired basis that Kramers-restricted electronic-structure codes work in. There, a Hamiltonian that commutes with T has the blocks (A, B ; −B*, A*), so only A and B need storing; this consequence is not part of the file below.

For a unitary W, a code can test the pairing by comparing U W* with W J. If it uses −J as its standard form, exchanging the two blocks of columns of W converts between the conventions.

## Building the pairs one at a time

Unitarity of U makes T antiunitary:

⟨Tx, Ty⟩ = xᵀ U† U y* = xᵀ y* = ⟨y, x⟩.

Antisymmetry gives U* = (Uᵀ)† = −U†, hence

T²x = U (U x*)* = U U* x = −U U† x = −x.

A number equals its own transpose, so antisymmetry also gives

⟨x, Ty⟩ = x† U y* = y† Uᵀ x* = −⟨y, Tx⟩.

Setting y = x shows that ⟨x, Tx⟩ = 0: every state is orthogonal to its partner.

Now suppose that r < n states v₁, …, vᵣ have been found with ⟨vᵢ, vⱼ⟩ = δᵢⱼ and ⟨vᵢ, Tvⱼ⟩ = 0. The 2r equations

⟨vᵢ, x⟩ = 0 and ⟨Tvᵢ, x⟩ = 0

have a nonzero solution x, because there are 2n unknowns. Let y be x divided by its norm. Then ⟨y, Tvᵢ⟩ = ⟨Tvᵢ, y⟩* = 0, so ⟨vᵢ, Ty⟩ = −⟨y, Tvᵢ⟩ = 0, and ⟨y, Ty⟩ = 0 as above. So y can join the list, and the process continues until r = n.

Take W with columns Tv₁, …, Tvₙ, v₁, …, vₙ. Antiunitarity gives ⟨Tvᵢ, Tvⱼ⟩ = δᵢⱼ, so W†W = 1. Applying T to each column, with T²vⱼ = −vⱼ, gives

U W* = (−v₁, …, −vₙ, Tv₁, …, Tvₙ) = W J.

Multiplying on the right by Wᵀ and using W* Wᵀ = (W W†)* = 1 yields U = W J Wᵀ. These last steps are reversible, which gives the criterion for a given W.

Conversely, W J Wᵀ is a product of unitary matrices, and its transpose is W Jᵀ Wᵀ = −W J Wᵀ.

In odd dimension d no such U exists: det U = det Uᵀ = (−1)ᵈ det U would force det U = 0, whereas a unitary matrix is invertible.

## The Lean development

```lean
import Mathlib

open Matrix

namespace KramersNormalForm

variable {m n : Type*} [Fintype m] [DecidableEq m] [Fintype n] [DecidableEq n]

/-- The time-reversal map `T = U K`: complex conjugation followed by the matrix `U`. -/
def timeReversal (U : Matrix m m ℂ) (v : m → ℂ) : m → ℂ := U *ᵥ star v

/-- The block matrix `J` with rows `(0, 1)` and `(-1, 0)`. -/
def kramersJ (n : Type*) [DecidableEq n] : Matrix (n ⊕ n) (n ⊕ n) ℂ :=
  fromBlocks 0 1 (-1) 0

omit [DecidableEq m] in
/-- Exchanging the two states conjugates their scalar product. -/
lemma inner_swap (x y : m → ℂ) : star x ⬝ᵥ y = star (star y ⬝ᵥ x) := by
  simp only [dotProduct, Pi.star_apply, star_sum, star_mul', star_star]
  exact Finset.sum_congr rfl fun i _ => mul_comm _ _

omit [DecidableEq m] in
/-- Every nonzero state can be normalised. -/
lemma exists_normalised {x : m → ℂ} (hx : x ≠ 0) :
    ∃ c : ℂ, star (c • x) ⬝ᵥ (c • x) = 1 := by
  obtain ⟨i, hi⟩ := Function.ne_iff.1 hx
  have hpos : 0 < ∑ i, Complex.normSq (x i) :=
    Finset.sum_pos' (fun i _ => Complex.normSq_nonneg _)
      ⟨i, Finset.mem_univ i, Complex.normSq_pos.2 hi⟩
  have hr : star x ⬝ᵥ x = ((∑ i, Complex.normSq (x i) : ℝ) : ℂ) := by
    rw [Complex.ofReal_sum]
    exact Finset.sum_congr rfl fun i _ => Complex.normSq_eq_conj_mul_self.symm
  generalize (∑ i, Complex.normSq (x i)) = r at hpos hr
  have h1 := Real.mul_self_sqrt hpos.le
  have h2 : √r ≠ 0 := (Real.sqrt_pos.2 hpos).ne'
  have ht : (√r)⁻¹ * ((√r)⁻¹ * r) = 1 := by
    calc (√r)⁻¹ * ((√r)⁻¹ * r) = (√r)⁻¹ * ((√r)⁻¹ * (√r * √r)) := by rw [h1]
      _ = 1 := by field_simp
  refine ⟨((√r)⁻¹ : ℝ), ?_⟩
  have hs : star (((√r)⁻¹ : ℝ) : ℂ) = (((√r)⁻¹ : ℝ) : ℂ) := Complex.conj_ofReal _
  rw [star_smul, smul_dotProduct, dotProduct_smul, hr, hs, smul_eq_mul, smul_eq_mul]
  exact_mod_cast ht

/-- For unitary `U`, time reversal is antiunitary: `⟨Tx, Ty⟩ = ⟨y, x⟩`. -/
theorem timeReversal_antiunitary {U : Matrix m m ℂ} (hU : U ∈ unitaryGroup m ℂ)
    (x y : m → ℂ) : star (timeReversal U x) ⬝ᵥ timeReversal U y = star y ⬝ᵥ x := by
  have h : Uᴴ * U = 1 := mem_unitaryGroup_iff'.1 hU
  unfold timeReversal
  rw [star_mulVec, star_star, dotProduct_mulVec, vecMul_vecMul, h, vecMul_one,
    dotProduct_comm]

/-- For antisymmetric unitary `U`, time reversal squares to minus one. -/
theorem timeReversal_sq {U : Matrix m m ℂ} (hU : U ∈ unitaryGroup m ℂ) (hA : Uᵀ = -U)
    (x : m → ℂ) : timeReversal U (timeReversal U x) = -x := by
  have h : U * Uᴴ = 1 := mem_unitaryGroup_iff.1 hU
  have h' : Uᴴᵀ = Uᵀᴴ := rfl
  unfold timeReversal
  rw [star_mulVec, star_star, ← mulVec_transpose, h', hA, conjTranspose_neg,
    mulVec_mulVec, mul_neg, h, neg_mulVec, one_mulVec]

omit [DecidableEq m] in
/-- For antisymmetric `U`, `⟨x, Ty⟩ = -⟨y, Tx⟩`. -/
lemma inner_timeReversal {U : Matrix m m ℂ} (hA : Uᵀ = -U) (x y : m → ℂ) :
    star x ⬝ᵥ timeReversal U y = -(star y ⬝ᵥ timeReversal U x) := by
  unfold timeReversal
  rw [dotProduct_mulVec, ← mulVec_transpose, hA, neg_mulVec, neg_dotProduct,
    dotProduct_comm]

/-- For antisymmetric `U` and any finite set of labels `s` in `n`, there are orthonormal states
labelled by `s`, each orthogonal to the time-reversed partners of all of them. -/
theorem exists_kramers_family {U : Matrix (n ⊕ n) (n ⊕ n) ℂ} (hA : Uᵀ = -U)
    (s : Finset n) : ∃ v : n → (n ⊕ n → ℂ), ∀ i ∈ s, ∀ j ∈ s,
      star (v i) ⬝ᵥ v j = (if i = j then 1 else 0) ∧
      star (v i) ⬝ᵥ timeReversal U (v j) = 0 := by
  induction s using Finset.induction_on with
  | empty => exact ⟨fun _ => 0, by simp⟩
  | insert a s ha ih =>
    obtain ⟨v, hv⟩ := ih
    -- conjugated states and partners, with zero rows for missing labels, form a singular matrix
    let B : Matrix (n ⊕ n) (n ⊕ n) ℂ := Matrix.of (Sum.elim
      (fun i => if i ∈ s then star (v i) else 0)
      (fun i => if i ∈ s then star (timeReversal U (v i)) else 0))
    have hB : B.det = 0 :=
      det_eq_zero_of_row_eq_zero (Sum.inl a) (fun j => by simp [B, ha])
    obtain ⟨x, hx, hBx⟩ := exists_mulVec_eq_zero_iff.2 hB
    -- a normalised kernel vector is orthogonal to all earlier pairs
    obtain ⟨y, hy, h1, h2⟩ : ∃ y : n ⊕ n → ℂ, star y ⬝ᵥ y = 1 ∧
        (∀ i ∈ s, star (v i) ⬝ᵥ y = 0) ∧
        (∀ i ∈ s, star (timeReversal U (v i)) ⬝ᵥ y = 0) := by
      obtain ⟨c, hc⟩ := exists_normalised hx
      refine ⟨c • x, hc, fun i hi => ?_, fun i hi => ?_⟩
      · have h : (if i ∈ s then star (v i) else 0) ⬝ᵥ x = 0 := congrFun hBx (Sum.inl i)
        rw [if_pos hi] at h
        rw [dotProduct_smul, h, smul_zero]
      · have h : (if i ∈ s then star (timeReversal U (v i)) else 0) ⬝ᵥ x = 0 :=
          congrFun hBx (Sum.inr i)
        rw [if_pos hi] at h
        rw [dotProduct_smul, h, smul_zero]
    have ne : ∀ i ∈ s, i ≠ a := fun i hi => ne_of_mem_of_not_mem hi ha
    have ua : Function.update v a y a = y := Function.update_self ..
    have us : ∀ i ∈ s, Function.update v a y i = v i :=
      fun i hi => Function.update_of_ne (ne i hi) _ _
    refine ⟨Function.update v a y, fun i hi j hj => ?_⟩
    rcases Finset.mem_insert.1 hi with hia | his <;>
      rcases Finset.mem_insert.1 hj with hja | hjs
    · rw [hia, hja, ua, if_pos rfl]
      exact ⟨hy, by linear_combination (1 / 2) * inner_timeReversal hA y y⟩
    · rw [hia, ua, us j hjs, if_neg (ne j hjs).symm]
      exact ⟨by rw [inner_swap, h1 j hjs, star_zero],
        by rw [inner_swap, h2 j hjs, star_zero]⟩
    · rw [hja, ua, us i his, if_neg (ne i his)]
      exact ⟨h1 i his, by
        rw [inner_timeReversal hA, inner_swap, h2 i his, star_zero, neg_zero]⟩
    · rw [us i his, us j hjs]
      exact hv i his j hjs

/-- For antisymmetric unitary `U` there is a complete orthonormal basis of Kramers pairs, the
columns of a unitary `W`: `T` takes column `inr j` to `inl j`, and `inl j` to minus `inr j`. -/
theorem exists_kramers_basis {U : Matrix (n ⊕ n) (n ⊕ n) ℂ}
    (hU : U ∈ unitaryGroup (n ⊕ n) ℂ) (hA : Uᵀ = -U) :
    ∃ W ∈ unitaryGroup (n ⊕ n) ℂ, ∀ j : n,
      timeReversal U (Wᵀ (Sum.inr j)) = Wᵀ (Sum.inl j) ∧
      timeReversal U (Wᵀ (Sum.inl j)) = -Wᵀ (Sum.inr j) := by
  obtain ⟨v, hv'⟩ := exists_kramers_family hA (Finset.univ : Finset n)
  have hv := fun i j => hv' i (Finset.mem_univ i) j (Finset.mem_univ j)
  refine ⟨Matrix.of fun a => Sum.elim (fun j => timeReversal U (v j) a) (fun j => v j a),
    ?_, fun j => ⟨rfl, timeReversal_sq hU hA (v j)⟩⟩
  rw [mem_unitaryGroup_iff']
  ext i j
  rcases i with i | i <;> rcases j with j | j
  · change star (timeReversal U (v i)) ⬝ᵥ timeReversal U (v j) = _
    rw [timeReversal_antiunitary hU, (hv j i).1]
    simp [Matrix.one_apply, eq_comm (a := j) (b := i)]
  · change star (timeReversal U (v i)) ⬝ᵥ v j = _
    rw [inner_swap, (hv j i).2]
    simp
  · change star (v i) ⬝ᵥ timeReversal U (v j) = _
    rw [(hv i j).2]
    simp
  · change star (v i) ⬝ᵥ v j = _
    rw [(hv i j).1]
    simp [Matrix.one_apply]

/-- For unitary `W`, `U = W J Wᵀ` holds exactly when the columns of `W` are Kramers pairs of
`T = U K`: `T` takes column `inr j` to `inl j`, and `inl j` to minus `inr j`. -/
theorem normal_form_iff_kramers_pairs (U : Matrix (n ⊕ n) (n ⊕ n) ℂ)
    {W : Matrix (n ⊕ n) (n ⊕ n) ℂ} (hW : W ∈ unitaryGroup (n ⊕ n) ℂ) :
    U = W * kramersJ n * Wᵀ ↔ ∀ j : n,
      timeReversal U (Wᵀ (Sum.inr j)) = Wᵀ (Sum.inl j) ∧
      timeReversal U (Wᵀ (Sum.inl j)) = -Wᵀ (Sum.inr j) := by
  have h1 : Wᵀ * Wᴴᵀ = 1 := by
    rw [← transpose_mul, show Wᴴ * W = 1 from mem_unitaryGroup_iff'.1 hW, transpose_one]
  have h2 : Wᴴᵀ * Wᵀ = 1 := mul_eq_one_comm.1 h1
  have hT : ∀ k a, timeReversal U (Wᵀ k) a = (U * Wᴴᵀ) a k := fun _ _ => rfl
  have hr : ∀ a j, (W * kramersJ n) a (Sum.inr j) = W a (Sum.inl j) := fun a j => by
    simp [kramersJ, Matrix.mul_apply, Fintype.sum_sum_type, Matrix.one_apply]
  have hl : ∀ a j, (W * kramersJ n) a (Sum.inl j) = -W a (Sum.inr j) := fun a j => by
    simp [kramersJ, Matrix.mul_apply, Fintype.sum_sum_type, Matrix.one_apply]
  constructor
  · intro h
    have h3 : U * Wᴴᵀ = W * kramersJ n := by rw [h, Matrix.mul_assoc, h1, Matrix.mul_one]
    refine fun j => ⟨funext fun a => ?_, funext fun a => ?_⟩
    · rw [hT, h3, hr, transpose_apply]
    · rw [hT, h3, hl, Pi.neg_apply, transpose_apply]
  · intro h
    have h3 : U * Wᴴᵀ = W * kramersJ n := by
      ext a k
      rcases k with j | j
      · rw [← hT, (h j).2, hl, Pi.neg_apply, transpose_apply]
      · rw [← hT, (h j).1, hr, transpose_apply]
    rw [← h3, Matrix.mul_assoc, h2, Matrix.mul_one]

/-- The matrix `J` is itself unitary and antisymmetric. -/
theorem kramersJ_witness :
    kramersJ n ∈ unitaryGroup (n ⊕ n) ℂ ∧ (kramersJ n)ᵀ = -kramersJ n := by
  constructor
  · rw [mem_unitaryGroup_iff, star_eq_conjTranspose]
    simp [kramersJ, fromBlocks_conjTranspose, fromBlocks_multiply]
  · simp [kramersJ, fromBlocks_transpose, fromBlocks_neg]

/-- A complex matrix `U` of even size is unitary and antisymmetric exactly when
`U = W J Wᵀ` for some unitary `W`. -/
theorem antisymmetric_unitary_iff (U : Matrix (n ⊕ n) (n ⊕ n) ℂ) :
    (U ∈ unitaryGroup (n ⊕ n) ℂ ∧ Uᵀ = -U) ↔
      ∃ W ∈ unitaryGroup (n ⊕ n) ℂ, U = W * kramersJ n * Wᵀ := by
  constructor
  · rintro ⟨hU, hA⟩
    obtain ⟨W, hW, h⟩ := exists_kramers_basis hU hA
    exact ⟨W, hW, (normal_form_iff_kramers_pairs U hW).2 h⟩
  · rintro ⟨W, hW, rfl⟩
    have hWt : Wᵀ ∈ unitaryGroup (n ⊕ n) ℂ := by
      rw [mem_unitaryGroup_iff]
      change Wᵀ * Wᴴᵀ = 1
      rw [← transpose_mul, show Wᴴ * W = 1 from mem_unitaryGroup_iff'.1 hW, transpose_one]
    refine ⟨mul_mem (mul_mem hW kramersJ_witness.1) hWt, ?_⟩
    rw [transpose_mul, transpose_mul, transpose_transpose, kramersJ_witness.2]
    simp [Matrix.mul_assoc]

/-- An antisymmetric unitary matrix exists only in even dimension. -/
theorem even_dimension {U : Matrix m m ℂ} (hU : U ∈ unitaryGroup m ℂ) (hA : Uᵀ = -U) :
    Even (Fintype.card m) := by
  by_contra hodd
  have h := congrArg Matrix.det hA
  rw [det_transpose, det_neg, (Nat.not_even_iff_odd.1 hodd).neg_one_pow] at h
  have h0 : U.det = 0 := by linear_combination (1 / 2) * h
  have h1 := congrArg Matrix.det (mem_unitaryGroup_iff.1 hU)
  rw [det_mul, h0, zero_mul, det_one] at h1
  exact zero_ne_one h1

end KramersNormalForm
```

```lean
#print axioms KramersNormalForm.antisymmetric_unitary_iff
#print axioms KramersNormalForm.even_dimension
```

```
'KramersNormalForm.antisymmetric_unitary_iff' depends on axioms: [propext, Classical.choice, Quot.sound]
'KramersNormalForm.even_dimension' depends on axioms: [propext, Classical.choice, Quot.sound]
```

## Reading the statements and their proofs

In Lean, `n` is a finite index type rather than a number. The index type `n ⊕ n` has two copies of it: `Sum.inl j` labels the first block and `Sum.inr j` the second. The scalar product is `star x ⬝ᵥ y`, column k of W is `Wᵀ k`, and the hypothesis `hA : Uᵀ = -U` is antisymmetry.

The main theorem is `antisymmetric_unitary_iff`. The pairing criterion is `normal_form_iff_kramers_pairs`, which assumes that W is unitary but assumes nothing about U. The basis itself comes from `exists_kramers_basis`.

The lemmas `timeReversal_antiunitary`, `timeReversal_sq` and `inner_timeReversal` are the first three computations above. The induction is `exists_kramers_family`, over a finite set `s` of labels already treated. Instead of counting equations, it places the conjugated states and partners in the rows of a square matrix `B`, with zero rows for missing labels. The zero row at `Sum.inl a` makes the determinant vanish, and `exists_mulVec_eq_zero_iff` supplies the kernel vector. `exists_normalised` scales it, and `Function.update` stores it under the label `a`. The four cases that follow check new and old states against each other. This induction needs only antisymmetry; unitarity enters afterwards, to make the partners orthonormal too and to give T² = −1.

In `exists_kramers_basis`, the four blocks of W†W are checked separately. The criterion is proved by comparing U W* (`U * Wᴴᵀ` in the file) with W J column by column. `kramersJ_witness` shows that J is unitary and antisymmetric, which the converse uses. `even_dimension` is the determinant argument for an arbitrary finite index type.

## No Hamiltonian, no algorithm

Antisymmetry of U is assumed. It encodes the physical input T² = −1, which applies to a single spin-½ particle or to an odd number of electrons; a system with T² = +1 is not covered.

No Hamiltonian appears in the file. Kramers' theorem on degenerate energy levels concerns the eigenstates of a time-reversal-invariant Hamiltonian, whereas the columns of W are paired by T alone and need not be energy eigenstates.

The basis is finite and orthonormal, so overlapping atomic orbitals must be orthonormalised first. The normal form is stated for matrices indexed by `n ⊕ n`; a code with another ordering has to relabel its basis functions into two blocks of equal size.

Finally, the theorem establishes that W exists. It does not single out one W, and it says nothing about rounding errors or the stability of a numerical construction.
